# Two-projector gap lemma: small overlap outside the common range bounds the nonzero eigenvalues of P + Q from below

## Projectors and conventions

Let U and V be subspaces of a complex inner-product space E, with orthogonal projectors P and Q. Let G be the orthogonal projector onto U ∩ V, and write S = P + Q. The inner product ⟨·,·⟩ is conjugate-linear in its first argument, and ‖PQ − G‖ is an operator norm. The real number ε satisfies

‖PQ − G‖ ≤ ε,

so ε ≥ 0. This hypothesis limits the overlap between U and V once their common states are removed.

## Two penalty terms

The Hamiltonian H = (1 − P) + (1 − Q) penalises components outside U and outside V. Its zero-energy states are those in U ∩ V. In the spin-1 AKLT chain, for example, 1 − P and 1 − Q can be the spin-2 projectors on two neighbouring bonds. For two such terms, the bound on ‖PQ − G‖ also gives a lower bound on the energy, proved separately below; a chain with more terms needs a further argument.

## The operator inequality

The main theorem states that

S² − (1 − ε)S ≥ 0.

It implies that every nonzero real eigenvalue of S is at least 1 − ε. A separate argument from the same hypothesis, given below, shows that for every x

⟨x,Hx⟩ ≥ (1 − ε)‖x − Gx‖².

The bounds are informative when ε < 1. The value of ε must be found separately for each model.

## Derivation

Take a in U and b in V with Gb = 0. Then Pa = a and Qb = b, so

⟨a,b⟩ = ⟨a,Pb⟩ = ⟨a,(PQ − G)b⟩,

and hence |⟨a,b⟩| ≤ ε‖a‖‖b‖.

Now let Gy = 0. Since QG = G, taking adjoints gives GQ = G, so GQy = 0. With a = Py and b = Qy,

2|Re⟨Py,Qy⟩| ≤ 2ε‖Py‖‖Qy‖ ≤ εt, where t = ‖Py‖² + ‖Qy‖².

For general x, put g = Gx and y = x − g. Then Gy = 0, Pg = Qg = g and ⟨g,y⟩ = 0. Also ⟨g,Py⟩ = ⟨g,Qy⟩ = ⟨g,y⟩ = 0, so the cross terms vanish:

‖Px‖² = ‖g‖² + ‖Py‖²
‖Qx‖² = ‖g‖² + ‖Qy‖²
Re⟨Px,Qx⟩ = ‖g‖² + Re⟨Py,Qy⟩.

Because ⟨x,Px⟩ = ‖Px‖², and likewise for Q,

⟨x,Sx⟩ = 2‖g‖² + t
‖Sx‖² = 4‖g‖² + t + 2Re⟨Py,Qy⟩ ≥ 4‖g‖² + (1 − ε)t.

Therefore

‖Sx‖² − (1 − ε)⟨x,Sx⟩ ≥ 2(1 + ε)‖g‖² ≥ 0.

As S is self-adjoint, ‖Sx‖² = ⟨x,S²x⟩, which gives the operator inequality.

If Sx = μx with x ≠ 0 and μ ≠ 0, then μ‖x‖² = ‖Px‖² + ‖Qx‖² ≥ 0, so μ > 0. Dividing μ²‖x‖² ≥ (1 − ε)μ‖x‖² by μ‖x‖² gives μ ≥ 1 − ε.

For H = 2 − S, the decomposition gives ⟨x,Hx⟩ = 2‖y‖² − t. The interference bound also gives ‖Sy‖² ≤ (1 + ε)t. By Cauchy–Schwarz,

t² = ⟨y,Sy⟩² ≤ ‖Sy‖²‖y‖² ≤ (1 + ε)t‖y‖².

Thus t ≤ (1 + ε)‖y‖², also when t = 0, and the energy bound follows.

## Reading the Lean statement

`U.starProjection` and `V.starProjection` are P and Q, `U ⊓ V` is the intersection, and `excessOverlap U V` is PQ − G. The `HasOrthogonalProjection` assumptions hold automatically in finite dimension; elsewhere they require the three projectors to exist. `IsPositive` means symmetric with a nonnegative quadratic form.

The subspaces could instead be replaced by operators P and Q assumed self-adjoint and idempotent. That would suit explicit matrices, but G would then have to be tied to the intersection of their ranges.

```lean
import Mathlib

open Submodule

namespace TwoProjectorGap

noncomputable section

variable {E : Type*} [NormedAddCommGroup E] [InnerProductSpace ℂ E]
variable (U V : Submodule ℂ E) [U.HasOrthogonalProjection] [V.HasOrthogonalProjection]

/-- The sum `P + Q` of the orthogonal projectors onto `U` and `V`. -/
def projSum : E →L[ℂ] E := U.starProjection + V.starProjection

/-- The two-term Hamiltonian `(1 - P) + (1 - Q)`, whose terms penalise the components of a
state outside `U` and outside `V`. -/
def penaltyHamiltonian : E →L[ℂ] E := (1 - U.starProjection) + (1 - V.starProjection)

/-- The operator `PQ - G`, with `G` the projector onto the intersection of the two ranges. -/
def excessOverlap [(U ⊓ V).HasOrthogonalProjection] : E →L[ℂ] E :=
  U.starProjection * V.starProjection - (U ⊓ V).starProjection

private lemma re_self (x : E) : (inner ℂ x x).re = ‖x‖ ^ 2 :=
  inner_self_eq_norm_sq (𝕜 := ℂ) x

private lemma projSum_symm (u v : E) :
    inner ℂ (projSum U V u) v = inner ℂ u (projSum U V v) := by
  change inner ℂ (U.starProjection u + V.starProjection u) v
    = inner ℂ u (U.starProjection v + V.starProjection v)
  rw [inner_add_left, inner_add_right, inner_starProjection_left_eq_right U u v,
    inner_starProjection_left_eq_right V u v]

/-- The expectation value of `P + Q` is the sum of the squared norms of the two projected
states. -/
theorem projSum_expectation (x : E) : (inner ℂ (projSum U V x) x).re
    = ‖U.starProjection x‖ ^ 2 + ‖V.starProjection x‖ ^ 2 := by
  have key : ∀ (W : Submodule ℂ E) [W.HasOrthogonalProjection],
      (inner ℂ (W.starProjection x) x).re = ‖W.starProjection x‖ ^ 2 := by
    intro W _
    have h := inner_starProjection_left_eq_right W (W.starProjection x) x
    rw [starProjection_eq_self_iff.mpr (starProjection_apply_mem W x)] at h
    rw [h, re_self]
  change (inner ℂ (U.starProjection x + V.starProjection x) x).re = _
  rw [inner_add_left, Complex.add_re, key U, key V]

private lemma projSum_norm_sq (x : E) : ‖projSum U V x‖ ^ 2 = ‖U.starProjection x‖ ^ 2
    + 2 * (inner ℂ (U.starProjection x) (V.starProjection x)).re
    + ‖V.starProjection x‖ ^ 2 :=
  norm_add_sq (𝕜 := ℂ) _ _

private lemma cross_split {g y : E} (hU : g ∈ U) (hV : g ∈ V) (h : inner ℂ g y = 0) :
    (inner ℂ (U.starProjection (g + y)) (V.starProjection (g + y))).re
      = ‖g‖ ^ 2 + (inner ℂ (U.starProjection y) (V.starProjection y)).re := by
  have hP := starProjection_eq_self_iff.mpr hU
  have hQ := starProjection_eq_self_iff.mpr hV
  have h1 : inner ℂ g (V.starProjection y) = 0 := by
    rw [← inner_starProjection_left_eq_right V g y, hQ, h]
  have h2 : inner ℂ (U.starProjection y) g = 0 := by
    rw [inner_starProjection_left_eq_right U y g, hP]
    exact inner_eq_zero_symm.mp h
  rw [map_add, map_add, hP, hQ, inner_add_left, inner_add_right, inner_add_right, h1, h2,
    add_zero, zero_add, Complex.add_re, re_self]

variable [(U ⊓ V).HasOrthogonalProjection]

/-- If `‖PQ - G‖ ≤ ε`, then a state in `U` and a state in `V` without component in the
intersection have overlap at most `ε` times the product of their norms. -/
theorem overlap_bound {ε : ℝ} (h : ‖excessOverlap U V‖ ≤ ε) {a b : E} (ha : a ∈ U)
    (hb : b ∈ V) (hG : (U ⊓ V).starProjection b = 0) :
    ‖inner ℂ a b‖ ≤ ε * (‖a‖ * ‖b‖) := by
  have e : excessOverlap U V b = U.starProjection b := by
    change U.starProjection (V.starProjection b) - (U ⊓ V).starProjection b = _
    rw [starProjection_eq_self_iff.mpr hb, hG, sub_zero]
  calc ‖inner ℂ a b‖ = ‖inner ℂ a (excessOverlap U V b)‖ := by
        rw [e, ← inner_starProjection_left_eq_right U a b, starProjection_eq_self_iff.mpr ha]
    _ ≤ ‖a‖ * ‖excessOverlap U V b‖ := norm_inner_le_norm _ _
    _ ≤ ‖a‖ * (ε * ‖b‖) :=
        mul_le_mul_of_nonneg_left ((excessOverlap U V).le_of_opNorm_le h b) (norm_nonneg a)
    _ = ε * (‖a‖ * ‖b‖) := by ring

/-- For a state without component in the intersection, the interference term of the two
projected states is at most `ε` times the sum of their squared norms. -/
theorem interference_bound {ε : ℝ} (h : ‖excessOverlap U V‖ ≤ ε) {y : E}
    (hy : (U ⊓ V).starProjection y = 0) :
    2 * |(inner ℂ (U.starProjection y) (V.starProjection y)).re|
      ≤ ε * (‖U.starProjection y‖ ^ 2 + ‖V.starProjection y‖ ^ 2) := by
  -- projecting onto `V` creates no component in the intersection
  have hG : (U ⊓ V).starProjection (V.starProjection y) = 0 := by
    have hz : ∀ z, inner ℂ ((U ⊓ V).starProjection (V.starProjection y)) z = 0 := by
      intro z
      rw [inner_starProjection_left_eq_right (U ⊓ V) (V.starProjection y) z,
        inner_starProjection_left_eq_right V y ((U ⊓ V).starProjection z),
        starProjection_eq_self_iff.mpr (starProjection_apply_mem (U ⊓ V) z).2,
        ← inner_starProjection_left_eq_right (U ⊓ V) y z, hy, inner_zero_left]
    exact inner_self_eq_zero.mp (hz _)
  have h1 := overlap_bound U V h (starProjection_apply_mem U y)
    (starProjection_apply_mem V y) hG
  have h2 := Complex.abs_re_le_norm (inner ℂ (U.starProjection y) (V.starProjection y))
  have hε : 0 ≤ ε := (norm_nonneg _).trans h
  nlinarith [mul_nonneg hε (sq_nonneg (‖U.starProjection y‖ - ‖V.starProjection y‖))]

private lemma split (x : E) : ∃ g y : E, y = x - (U ⊓ V).starProjection x ∧
    (U ⊓ V).starProjection y = 0 ∧ ‖x‖ ^ 2 = ‖g‖ ^ 2 + ‖y‖ ^ 2 ∧
    ‖U.starProjection x‖ ^ 2 = ‖g‖ ^ 2 + ‖U.starProjection y‖ ^ 2 ∧
    ‖V.starProjection x‖ ^ 2 = ‖g‖ ^ 2 + ‖V.starProjection y‖ ^ 2 ∧
    (inner ℂ (U.starProjection x) (V.starProjection x)).re
      = ‖g‖ ^ 2 + (inner ℂ (U.starProjection y) (V.starProjection y)).re := by
  have hg := starProjection_apply_mem (U ⊓ V) x
  have hy : (U ⊓ V).starProjection (x - (U ⊓ V).starProjection x) = 0 := by
    rw [map_sub, starProjection_eq_self_iff.mpr hg, sub_self]
  have ho : inner ℂ ((U ⊓ V).starProjection x) (x - (U ⊓ V).starProjection x) = 0 := by
    rw [inner_starProjection_left_eq_right (U ⊓ V) x _, hy, inner_zero_right]
  have hn := norm_add_sq (𝕜 := ℂ) ((U ⊓ V).starProjection x) (x - (U ⊓ V).starProjection x)
  have hUU := cross_split U U hg.1 hg.1 ho
  have hVV := cross_split V V hg.2 hg.2 ho
  have hUV := cross_split U V hg.1 hg.2 ho
  rw [add_sub_cancel] at hn hUU hVV hUV
  rw [re_self, re_self] at hUU hVV
  rw [ho, map_zero, mul_zero, add_zero] at hn
  exact ⟨_, _, rfl, hy, hn, hUU, hVV, hUV⟩

/-- If `‖PQ - G‖ ≤ ε`, then `(1 - ε)⟨P + Q⟩ ≤ ⟨(P + Q)²⟩` in every state. -/
theorem gap_expectation {ε : ℝ} (h : ‖excessOverlap U V‖ ≤ ε) (x : E) :
    (1 - ε) * (inner ℂ (projSum U V x) x).re ≤ ‖projSum U V x‖ ^ 2 := by
  obtain ⟨g, y, -, hy, -, hP, hQ, hPQ⟩ := split U V x
  have hb := interference_bound U V h hy
  have ha := neg_abs_le (inner ℂ (U.starProjection y) (V.starProjection y)).re
  have hε : 0 ≤ ε := (norm_nonneg _).trans h
  rw [projSum_expectation, projSum_norm_sq, hP, hQ, hPQ]
  nlinarith [mul_nonneg hε (sq_nonneg ‖g‖), sq_nonneg ‖g‖]

/-- **Two-projector gap lemma.** If `‖PQ - G‖ ≤ ε`, then `(P + Q)² - (1 - ε)(P + Q)` is
positive semidefinite. -/
theorem two_projector_gap {ε : ℝ} (h : ‖excessOverlap U V‖ ≤ ε) :
    ((projSum U V ^ 2 - ((1 - ε : ℝ) : ℂ) • projSum U V : E →L[ℂ] E) :
      E →ₗ[ℂ] E).IsPositive := by
  rw [pow_two]
  refine ⟨fun u v => ?_, fun x => ?_⟩
  · change inner ℂ (projSum U V (projSum U V u) - ((1 - ε : ℝ) : ℂ) • projSum U V u) v
      = inner ℂ u (projSum U V (projSum U V v) - ((1 - ε : ℝ) : ℂ) • projSum U V v)
    rw [inner_sub_left, inner_sub_right, inner_smul_left, inner_smul_right,
      projSum_symm U V (projSum U V u) v, projSum_symm U V u (projSum U V v),
      projSum_symm U V u v, Complex.conj_ofReal]
  · change 0 ≤ (inner ℂ (projSum U V (projSum U V x)
      - ((1 - ε : ℝ) : ℂ) • projSum U V x) x).re
    rw [inner_sub_left, inner_smul_left, projSum_symm U V (projSum U V x) x,
      Complex.conj_ofReal, Complex.sub_re, Complex.re_ofReal_mul, re_self]
    exact sub_nonneg.mpr (gap_expectation U V h x)

/-- If `‖PQ - G‖ ≤ ε`, every nonzero real eigenvalue of `P + Q` is at least `1 - ε`. -/
theorem eigenvalue_gap {ε μ : ℝ} (h : ‖excessOverlap U V‖ ≤ ε) {x : E} (hx : x ≠ 0)
    (hμ : μ ≠ 0) (he : projSum U V x = (μ : ℂ) • x) : 1 - ε ≤ μ := by
  have hn : 0 < ‖x‖ ^ 2 := by positivity
  have ht : (inner ℂ (projSum U V x) x).re = μ * ‖x‖ ^ 2 := by
    rw [he, inner_smul_left, Complex.conj_ofReal, Complex.re_ofReal_mul, re_self]
  have hs : ‖projSum U V x‖ ^ 2 = μ * (μ * ‖x‖ ^ 2) := by
    rw [he, norm_smul, Complex.norm_real, Real.norm_eq_abs, mul_pow, sq_abs]
    ring
  have h0 : 0 ≤ μ * ‖x‖ ^ 2 := by
    rw [← ht, projSum_expectation]
    positivity
  have hpos : 0 < μ * ‖x‖ ^ 2 := lt_of_le_of_ne h0 (mul_ne_zero hμ hn.ne').symm
  have hg := gap_expectation U V h x
  rw [ht, hs] at hg
  exact le_of_mul_le_mul_right hg hpos

/-- If `‖PQ - G‖ ≤ ε`, the energy of a state under `(1 - P) + (1 - Q)` is at least `1 - ε`
times the squared norm of its component orthogonal to the intersection. -/
theorem penalty_gap {ε : ℝ} (h : ‖excessOverlap U V‖ ≤ ε) (x : E) :
    (1 - ε) * ‖x - (U ⊓ V).starProjection x‖ ^ 2
      ≤ (inner ℂ (penaltyHamiltonian U V x) x).re := by
  have hH : penaltyHamiltonian U V x = (x + x) - projSum U V x := by
    change (x - U.starProjection x) + (x - V.starProjection x)
      = (x + x) - (U.starProjection x + V.starProjection x)
    abel
  obtain ⟨g, y, hxy, hy, hn, hP, hQ, -⟩ := split U V x
  rw [← hxy, hH, inner_sub_left, inner_add_left, Complex.sub_re, Complex.add_re, re_self,
    projSum_expectation, hn, hP, hQ]
  have hε : 0 ≤ ε := (norm_nonneg _).trans h
  have hb := interference_bound U V h hy
  have ha := le_abs_self (inner ℂ (U.starProjection y) (V.starProjection y)).re
  have hs := projSum_norm_sq U V y
  have ht := projSum_expectation U V y
  -- Cauchy-Schwarz turns the bound on `(P + Q)²` into one on `P + Q`
  have hc : (inner ℂ (projSum U V y) y).re ≤ ‖projSum U V y‖ * ‖y‖ :=
    (Complex.re_le_norm _).trans (norm_inner_le_norm _ _)
  rw [ht] at hc
  set t := ‖U.starProjection y‖ ^ 2 + ‖V.starProjection y‖ ^ 2 with htdef
  have ht0 : 0 ≤ t := by positivity
  have hS : ‖projSum U V y‖ ^ 2 ≤ (1 + ε) * t := by linarith
  have hsq : t * t ≤ t * ((1 + ε) * ‖y‖ ^ 2) := by
    calc t * t = t ^ 2 := by ring
      _ ≤ (‖projSum U V y‖ * ‖y‖) ^ 2 := pow_le_pow_left₀ ht0 hc 2
      _ = ‖projSum U V y‖ ^ 2 * ‖y‖ ^ 2 := by ring
      _ ≤ ((1 + ε) * t) * ‖y‖ ^ 2 := mul_le_mul_of_nonneg_right hS (sq_nonneg _)
      _ = t * ((1 + ε) * ‖y‖ ^ 2) := by ring
  have hfin : t ≤ (1 + ε) * ‖y‖ ^ 2 := by
    rcases ht0.eq_or_lt with h0 | h0
    · rw [← h0]
      positivity
    · exact le_of_mul_le_mul_left hsq h0
  linarith

end

end TwoProjectorGap
```

```lean
#print axioms TwoProjectorGap.two_projector_gap
#print axioms TwoProjectorGap.eigenvalue_gap
#print axioms TwoProjectorGap.penalty_gap
```

```
'TwoProjectorGap.two_projector_gap' depends on axioms: [propext, Classical.choice, Quot.sound]
'TwoProjectorGap.eigenvalue_gap' depends on axioms: [propext, Classical.choice, Quot.sound]
'TwoProjectorGap.penalty_gap' depends on axioms: [propext, Classical.choice, Quot.sound]
```

## How the proof is assembled

`overlap_bound` is the first estimate. `interference_bound` shows GQy = 0 by testing it against every vector, then gives `nlinarith` the square (‖Py‖ − ‖Qy‖)², which turns the product of norms into a sum of squares.

`cross_split` removes the cross terms. `split` applies it to the pairs (U,U), (V,V) and (U,V), which yields the three identities above. `gap_expectation` combines them with the interference bound, and `two_projector_gap` adds the symmetry of S to obtain positivity.

`eigenvalue_gap` inserts the eigenvalue equation and cancels the positive factor μ‖x‖². `penalty_gap` follows the Cauchy–Schwarz argument, treating t = 0 separately before cancelling t.
